# The least energy of a one-dimensional exciton with contact attraction $g>0$ is $-\mu g^2/2$

The envelopes $f(x)$ considered here may have a kink at $x=0$, where electron and hole meet, because the bound state of a contact attraction has a cusp there. With continuously differentiable envelopes only, the minimum would not be attained. Here $x$ is the relative coordinate, $\mu>0$ the reduced mass, $\hbar=1$, and the attraction is the potential $-g\,\delta(x)$. The least energy is taken over envelopes with $\int f^2\,dx=1$. It is the energy of the relative motion, counted from that of an electron and a hole at rest far apart.

```lean
import Mathlib

open MeasureTheory Set

namespace ContactExciton

noncomputable section
```

This loads the mathematical library Mathlib and opens a namespace for the names below.

```lean
/-- Admissible real envelopes of the relative coordinate: continuous, differentiable away from
contact, with square-integrable amplitude and slope. -/
structure FiniteEnergy (f : ℝ → ℝ) : Prop where
  cont : Continuous f
  diff : ∀ x, x ≠ 0 → DifferentiableAt ℝ f x
  sq_int : Integrable (fun x => f x ^ 2)
  kin_int : Integrable (fun x => deriv f x ^ 2)
```

`FiniteEnergy f` says that the real function $f$ is continuous, is differentiable except possibly at $0$, and has integrable $f^2$ and $f'^2$. Complex envelopes and kinks elsewhere are not covered.

```lean
/-- Kinetic energy with reduced mass `μ` minus the contact attraction of strength `g`. -/
def energy (μ g : ℝ) (f : ℝ → ℝ) : ℝ :=
  (∫ x, deriv f x ^ 2 / (2 * μ)) - g * f 0 ^ 2
```

In ordinary notation,
$$E[f]=\int_{\mathbb R}\frac{f'^2}{2\mu}\,dx-g\,f(0)^2 .$$
The constant $g$ is postulated. It stands for an electron-hole attraction whose range is short compared with the size of the envelope.

```lean
/-- The cusped exponential envelope with inverse decay length `κ`. -/
def orbital (κ x : ℝ) : ℝ := Real.sqrt κ * Real.exp (-κ * |x|)
```

This is the trial state $\sqrt{\kappa}\,e^{-\kappa|x|}$, with inverse decay length $\kappa$.

```lean
/-- The slope of the density `f ^ 2` of an admissible envelope is integrable. -/
theorem FiniteEnergy.slope_int {f : ℝ → ℝ} (hf : FiniteEnergy f) :
    Integrable (fun x => 2 * (f x * deriv f x)) := by
  have h : Integrable (fun x => f x * deriv f x) := by
    refine (hf.sq_int.add hf.kin_int).mono'
      (hf.cont.measurable.mul (measurable_deriv f)).aestronglyMeasurable
      (Filter.Eventually.of_forall fun x => ?_)
    change ‖f x * deriv f x‖ ≤ f x ^ 2 + deriv f x ^ 2
    rw [Real.norm_eq_abs, abs_le]
    constructor <;> nlinarith [sq_nonneg (f x + deriv f x), sq_nonneg (f x - deriv f x),
      sq_nonneg (f x), sq_nonneg (deriv f x)]
  exact h.const_mul 2
```

A theorem lists its hypotheses before the colon and its claim after it; the proof follows `:=`. Here the claim is that $2ff'$, the slope of the density $f^2$, is integrable. By hand, $|ff'|\le f^2+f'^2$, and the right side is integrable. The tactic `nlinarith` obtains this inequality from the squares $(f\pm f')^2\ge 0$.

```lean
/-- The contact density is the accumulated slope of the density on the left half-line, and
minus the accumulated slope on the right half-line. -/
theorem contact_density {f : ℝ → ℝ} (hf : FiniteEnergy f) :
    (∫ x in Iic (0 : ℝ), 2 * (f x * deriv f x)) = f 0 ^ 2 ∧
    (∫ x in Ioi (0 : ℝ), 2 * (f x * deriv f x)) = -f 0 ^ 2 := by
  have hd : ∀ x, x ≠ 0 → HasDerivAt (fun y => f y ^ 2) (2 * (f x * deriv f x)) x := by
    intro x hx
    have h := (hf.diff x hx).hasDerivAt
    have e : (fun y => f y ^ 2) = fun y => f y * f y := by
      funext y
      ring
    rw [e]
    exact (h.fun_mul h).congr_deriv (by ring)
  have hc : Continuous (fun y => f y ^ 2) := hf.cont.pow 2
  -- the density vanishes at both ends of the line
  have hbot := tendsto_zero_of_hasDerivAt_of_integrableOn_Iic (a := (-1 : ℝ))
    (fun x hx => hd x (by rintro rfl; norm_num at hx))
    hf.slope_int.integrableOn hf.sq_int.integrableOn
  have htop := tendsto_zero_of_hasDerivAt_of_integrableOn_Ioi (a := (1 : ℝ))
    (fun x hx => hd x (by rintro rfl; norm_num at hx))
    hf.slope_int.integrableOn hf.sq_int.integrableOn
  constructor
  · exact (integral_Iic_of_hasDerivAt_of_tendsto hc.continuousWithinAt
      (fun x hx => hd x (ne_of_lt hx)) hf.slope_int.integrableOn hbot).trans (sub_zero _)
  · exact (integral_Ioi_of_hasDerivAt_of_tendsto hc.continuousWithinAt
      (fun x hx => hd x (ne_of_gt hx)) hf.slope_int.integrableOn htop).trans (zero_sub _)
```

`Iic 0` is the half-line $(-\infty,0]$ and `Ioi 0` is $(0,\infty)$. The theorem states
$$\int_{-\infty}^0 2ff'\,dx=f(0)^2,\qquad \int_0^\infty 2ff'\,dx=-f(0)^2 .$$
Away from $0$, $(f^2)'=2ff'$, which is `hd`. Since this slope is integrable, $f^2$ has a limit at each end of the line, and since $f^2$ is itself integrable, both limits are zero (`hbot`, `htop`). The fundamental theorem of calculus on each half-line then gives the two values; at the kink it needs only continuity.

```lean
/-- Expansion of the integrated square of `f' + c f` over a region `s`. -/
theorem integral_square {f : ℝ → ℝ} (hf : FiniteEnergy f) (c : ℝ) (s : Set ℝ) :
    (∫ x in s, (deriv f x + c * f x) ^ 2) =
      (∫ x in s, deriv f x ^ 2) + c ^ 2 * (∫ x in s, f x ^ 2)
        + c * ∫ x in s, 2 * (f x * deriv f x) := by
  have e : (fun x => (deriv f x + c * f x) ^ 2) =
      fun x => (deriv f x ^ 2 + c ^ 2 * f x ^ 2) + c * (2 * (f x * deriv f x)) := by
    funext x
    ring
  have h1 : Integrable (fun x => deriv f x ^ 2) (volume.restrict s) := hf.kin_int.restrict
  have h2 : Integrable (fun x => c ^ 2 * f x ^ 2) (volume.restrict s) :=
    (hf.sq_int.const_mul (c ^ 2)).restrict
  have h3 : Integrable (fun x => c * (2 * (f x * deriv f x))) (volume.restrict s) :=
    (hf.slope_int.const_mul c).restrict
  have h12 : Integrable (fun x => deriv f x ^ 2 + c ^ 2 * f x ^ 2) (volume.restrict s) :=
    h1.add h2
  rw [e, integral_add h12 h3, integral_add h1 h2, integral_const_mul, integral_const_mul]
```

For any real $c$ and region $s$, expanding the square gives
$$\int_s(f'+cf)^2=\int_s f'^2+c^2\int_s f^2+c\int_s 2ff' .$$
The statements `h1` to `h3` supply the integrability that allows the integral to be split.

```lean
/-- The energy plus `μ g² / 2` times the squared norm is `1 / (2 μ)` times a sum of two integrated
squares, one for each half-line. -/
theorem energy_identity {μ : ℝ} (hμ : 0 < μ) (g : ℝ) {f : ℝ → ℝ} (hf : FiniteEnergy f) :
    energy μ g f + μ * g ^ 2 / 2 * (∫ x, f x ^ 2) =
      1 / (2 * μ) * ((∫ x in Iic (0 : ℝ), (deriv f x + -(μ * g) * f x) ^ 2)
        + ∫ x in Ioi (0 : ℝ), (deriv f x + μ * g * f x) ^ 2) := by
  have hk := integral_add_compl (measurableSet_Iic (a := (0 : ℝ))) hf.kin_int
  have hn := integral_add_compl (measurableSet_Iic (a := (0 : ℝ))) hf.sq_int
  rw [compl_Iic] at hk hn
  rw [integral_square hf, integral_square hf, (contact_density hf).1, (contact_density hf).2]
  unfold energy
  rw [integral_div, ← hk, ← hn]
  field_simp
  ring
```

Put $\kappa=\mu g$, and take $c=-\kappa$ on the left and $c=\kappa$ on the right. By the contact-density formulas, each cross term contributes $-\kappa f(0)^2$, so the two squares add up to
$$\int f'^2+\kappa^2\int f^2-2\kappa f(0)^2 .$$
Dividing by $2\mu$ gives
$$E[f]+\frac{\mu g^2}{2}\int f^2=\frac1{2\mu}\left[\int_{-\infty}^0(f'-\kappa f)^2+\int_0^\infty(f'+\kappa f)^2\right].$$
The proof joins the half-line integrals through `hk` and `hn`, and leaves the algebra to `field_simp` and `ring`.

```lean
/-- The energy of an admissible envelope is at least `-μ g² / 2` times its squared norm. -/
theorem binding_bound {μ : ℝ} (hμ : 0 < μ) (g : ℝ) {f : ℝ → ℝ} (hf : FiniteEnergy f) :
    -(μ * g ^ 2 / 2) * (∫ x, f x ^ 2) ≤ energy μ g f := by
  have h := energy_identity hμ g hf
  have h1 : 0 ≤ ∫ x in Iic (0 : ℝ), (deriv f x + -(μ * g) * f x) ^ 2 :=
    integral_nonneg fun x => sq_nonneg _
  have h2 : 0 ≤ ∫ x in Ioi (0 : ℝ), (deriv f x + μ * g * f x) ^ 2 :=
    integral_nonneg fun x => sq_nonneg _
  have h3 := mul_nonneg (by positivity : 0 ≤ 1 / (2 * μ)) (add_nonneg h1 h2)
  linarith
```

Both squares are nonnegative, so $E[f]\ge-\frac{\mu g^2}{2}\int f^2$. This holds for every real $g$, but for $g<0$ it is not sharp: both terms of $E[f]$ are then nonnegative, so $E[f]\ge 0$.

```lean
/-- The binding bound for continuously differentiable, compactly supported envelopes. -/
theorem binding_bound_smooth {μ : ℝ} (hμ : 0 < μ) (g : ℝ) {f : ℝ → ℝ}
    (hf : ContDiff ℝ 1 f) (hc : HasCompactSupport f) :
    -(μ * g ^ 2 / 2) * (∫ x, f x ^ 2) ≤ (∫ x, deriv f x ^ 2 / (2 * μ)) - g * f 0 ^ 2 := by
  have hd : Continuous (deriv f) := hf.continuous_deriv (by norm_num)
  have hdiff : Differentiable ℝ f := hf.differentiable (by norm_num)
  -- the square of a continuous compactly supported function is integrable
  have key : ∀ u : ℝ → ℝ, Continuous u → HasCompactSupport u →
      Integrable (fun x => u x ^ 2) := by
    intro u hu hs
    have h1 : Continuous (fun x => u x ^ 2) := by fun_prop
    have h2 : HasCompactSupport (fun x => u x ^ 2) := by
      refine hs.mono fun x hx => ?_
      rw [Function.mem_support] at hx ⊢
      exact fun h => hx (by simp [h])
    exact h1.integrable_of_hasCompactSupport h2
  have hfin : FiniteEnergy f :=
    ⟨hf.continuous, fun x _ => hdiff x, key f hf.continuous hc, key (deriv f) hd hc.deriv⟩
  exact binding_bound hμ g hfin
```

The same bound is stated for continuously differentiable $f$ with compact support. Then $f^2$ and $f'^2$ are continuous with compact support, hence integrable, so $f$ is admissible and the previous theorem applies.

```lean
/-- The derivative of `orbital κ` is `κ` times the function left of contact and `-κ` times it right
of contact. -/
theorem orbital_slope (κ x : ℝ) :
    (x < 0 → HasDerivAt (orbital κ) (κ * orbital κ x) x) ∧
    (0 < x → HasDerivAt (orbital κ) (-κ * orbital κ x) x) := by
  constructor
  · intro hx
    have h := (((hasDerivAt_abs_neg hx).const_mul (-κ)).exp).const_mul (Real.sqrt κ)
    exact h.congr_deriv (by unfold orbital; ring)
  · intro hx
    have h := (((hasDerivAt_abs_pos hx).const_mul (-κ)).exp).const_mul (Real.sqrt κ)
    exact h.congr_deriv (by unfold orbital; ring)
```

Differentiating the exponential gives $f'=\kappa f$ for $x<0$ and $f'=-\kappa f$ for $x>0$.

```lean
/-- For `κ > 0` the exponential envelope is admissible and normalised. -/
theorem orbital_normalised {κ : ℝ} (hκ : 0 < κ) :
    FiniteEnergy (orbital κ) ∧ (∫ x, orbital κ x ^ 2) = 1 := by
  have hsq : ∀ x, orbital κ x ^ 2 = κ * Real.exp (-(2 * κ) * |x|) := by
    intro x
    unfold orbital
    rw [mul_pow, Real.sq_sqrt hκ.le, sq, ← Real.exp_add]
    congr 2
    ring
  have hone : (∫ x, orbital κ x ^ 2) = 1 := by
    simp only [hsq]
    refine (integral_comp_abs (f := fun y => κ * Real.exp (-(2 * κ) * y))).trans ?_
    change 2 * (∫ y in Ioi (0 : ℝ), κ * Real.exp (-(2 * κ) * y)) = 1
    rw [integral_const_mul, integral_exp_mul_Ioi (by linarith), mul_zero, Real.exp_zero]
    field_simp
  -- a non-integrable density would have integral zero, not one
  have hint : Integrable (fun x => orbital κ x ^ 2) := by
    by_contra h
    rw [integral_undef h] at hone
    exact zero_ne_one hone
  refine ⟨⟨by unfold orbital; fun_prop, fun x hx => ?_, hint, ?_⟩, hone⟩
  · rcases lt_or_gt_of_ne hx with h | h
    · exact ((orbital_slope κ x).1 h).differentiableAt
    · exact ((orbital_slope κ x).2 h).differentiableAt
  · have h0 : ({0}ᶜ : Set ℝ) ∈ ae (volume : Measure ℝ) :=
      compl_mem_ae_iff.mpr (measure_singleton (0 : ℝ))
    refine (hint.const_mul (κ ^ 2)).congr ?_
    filter_upwards [h0] with x hx
    rcases lt_or_gt_of_ne (show x ≠ 0 from hx) with h | h
    · rw [((orbital_slope κ x).1 h).deriv]
      ring
    · rw [((orbital_slope κ x).2 h).deriv]
      ring
```

For $\kappa>0$ the squared norm is
$$\int\kappa e^{-2\kappa|x|}dx=2\kappa\int_0^\infty e^{-2\kappa x}dx=1 .$$
Lean assigns the value $0$ to the integral of a non-integrable function, so the value $1$ also shows that $f^2$ is integrable. Away from the single point $0$, $f'^2=\kappa^2f^2$, so the kinetic term is integrable too.

```lean
/-- The exponential envelope with `κ = μ g` has energy exactly `-μ g² / 2`. -/
theorem orbital_energy {μ g : ℝ} (hμ : 0 < μ) (hg : 0 < g) :
    energy μ g (orbital (μ * g)) = -(μ * g ^ 2 / 2) := by
  obtain ⟨hf, hone⟩ := orbital_normalised (mul_pos hμ hg)
  have h := energy_identity hμ g hf
  -- each square vanishes on its own half-line, away from contact
  have h1 : (∫ x in Iic (0 : ℝ),
      (deriv (orbital (μ * g)) x + -(μ * g) * orbital (μ * g) x) ^ 2) = 0 := by
    rw [integral_Iic_eq_integral_Iio]
    refine setIntegral_eq_zero_of_forall_eq_zero fun x hx => ?_
    rw [((orbital_slope (μ * g) x).1 hx).deriv]
    ring
  have h2 : (∫ x in Ioi (0 : ℝ),
      (deriv (orbital (μ * g)) x + μ * g * orbital (μ * g) x) ^ 2) = 0 := by
    refine setIntegral_eq_zero_of_forall_eq_zero fun x hx => ?_
    rw [((orbital_slope (μ * g) x).2 hx).deriv]
    ring
  rw [h1, h2, hone] at h
  linarith
```

With $\kappa=\mu g$, the slopes just found make $f'-\kappa f$ vanish on the left and $f'+\kappa f$ vanish on the right. The right side of the energy identity is then zero, and since the norm is $1$, $E=-\mu g^2/2$.

```lean
/-- For an attractive contact interaction, `-μ g² / 2` is the least energy of a normalised
admissible envelope. -/
theorem ground_state_energy {μ g : ℝ} (hμ : 0 < μ) (hg : 0 < g) :
    IsLeast {E : ℝ | ∃ f, FiniteEnergy f ∧ (∫ x, f x ^ 2) = 1 ∧ energy μ g f = E}
      (-(μ * g ^ 2 / 2)) := by
  obtain ⟨hf, hone⟩ := orbital_normalised (mul_pos hμ hg)
  refine ⟨⟨orbital (μ * g), hf, hone, orbital_energy hμ hg⟩, ?_⟩
  rintro E ⟨f, hf', hn, rfl⟩
  have h := binding_bound hμ g hf'
  rw [hn, mul_one] at h
  exact h

end

end ContactExciton
```

The set contains every energy $E$ of an admissible envelope with $\int f^2=1$. `IsLeast` says that $-\mu g^2/2$ belongs to this set and is less than or equal to every member. The proof gives the exponential for the first part and `binding_bound` with unit norm for the second.

In effective-mass theory, for one electron-hole pair in one dimension with a zero-range attraction, $\mu g^2/2$ is the exciton binding energy, and it can serve as a reference value for a numerical solver of that model.

```lean
#print axioms ContactExciton.binding_bound_smooth
#print axioms ContactExciton.ground_state_energy
```

```
'ContactExciton.binding_bound_smooth' depends on axioms: [propext, Classical.choice, Quot.sound]
'ContactExciton.ground_state_energy' depends on axioms: [propext, Classical.choice, Quot.sound]
```
